# Conjugation by a Pauli string shifts both indices of a matrix and multiplies its entries by signs

For `n` qubits, the Pauli string P(x,z) sends the basis state b to (-1)^(z·b) times the basis state b + x, where bit strings are added modulo 2. The declaration `pauli_conj_apply` states that, for any complex matrix M on the computational basis, the entry (a,a') of P(x,z) M P(x,z)† is (-1)^(z·(a+a')) times the entry (a+x, a'+x) of M. M need not be Hermitian or normalised. The attempt uses the single nonzero entry in each row of P(x,z) to collapse the sums of the matrix product, and then tries to match the signs by writing a + a' as (a + x) + (a' + x).

The failing Lean file:

```lean
import Mathlib

open Matrix
open scoped Kronecker

namespace PauliConjApply

noncomputable section

/-- Labels of the computational basis states of `n` qubits: strings of `n` bits. -/
abbrev Bits (n : ℕ) := Fin n → ZMod 2

/-- The sign `(-1)^a` belonging to a bit `a`. -/
def sgn (a : ZMod 2) : ℂ := (-1) ^ a.val

/-- The Pauli string `P(x,z)`, which sends the basis state `b` to `(-1)^(z·b)` times the
basis state `b + x`. -/
def pauli {n : ℕ} (x z : Bits n) : Matrix (Bits n) (Bits n) ℂ :=
  Matrix.of fun a b => if a = b + x then sgn (z ⬝ᵥ b) else 0

variable {n : ℕ}

/-- Signs multiply when bits are added modulo 2. -/
theorem sgn_add (a b : ZMod 2) : sgn (a + b) = sgn a * sgn b := by
  have h : ∀ u : ZMod 2, u = 0 ∨ u = 1 := by decide
  have h1 : (1 : ZMod 2).val = 1 := rfl
  have h2 : (1 + 1 : ZMod 2) = 0 := by decide
  rcases h a with rfl | rfl <;> rcases h b with rfl | rfl <;> simp [sgn, h1, h2]

/-- Two bit strings add to zero exactly when they are equal. -/
theorem bits_add_eq_zero (a b : Bits n) : a + b = 0 ↔ a = b := by
  have h : ∀ u v : ZMod 2, u + v = 0 ↔ u = v := by decide
  rw [funext_iff, funext_iff]
  exact forall_congr' fun i => h (a i) (b i)

/-- Conjugation by `P(x,z)` shifts both indices of a matrix by `x` and multiplies the entry
`(a,a')` by the sign `(-1)^(z·(a+a'))`. -/
theorem pauli_conj_apply (x z : Bits n) (M : Matrix (Bits n) (Bits n) ℂ) (a a' : Bits n) :
    (pauli x z * M * (pauli x z)ᴴ) a a' = sgn (z ⬝ᵥ (a + a')) * M (a + x) (a' + x) := by
  have hx : x + x = 0 := (bits_add_eq_zero x x).2 rfl
  have hP : ∀ c b, pauli x z c b = if b = c + x then sgn (z ⬝ᵥ b) else 0 := by
    intro c b
    have h : c = b + x ↔ b = c + x := by
      constructor <;> (rintro rfl; rw [add_assoc, hx, add_zero])
    simp only [pauli, Matrix.of_apply, h]
  have hstar : ∀ u, star (sgn u) = sgn u := fun u => by simp [sgn]
  have hsum : a + a' = (a + x) + (a' + x) := by
    rw [add_add_add_comm, hx, add_zero]
  -- each row of a Pauli string has a single nonzero entry
  simp only [Matrix.mul_apply, Matrix.conjTranspose_apply, hP, ite_mul, zero_mul,
    apply_ite (star : ℂ → ℂ), star_zero, mul_ite, mul_zero, Finset.sum_ite_eq',
    Finset.mem_univ, if_true, hstar]
  rw [hsum, dotProduct_add, sgn_add]
  ring

end

end PauliConjApply
```

Compiling this gives:

```
Try this:
  [apply] ring_nf
  
  The `ring` tactic failed to close the goal. Use `ring_nf` to obtain a normal form.
    
  Note that `ring` works primarily in *commutative* rings. If you have a noncommutative ring, abelian group or module, consider using `noncomm_ring`, `abel` or `module` instead.
Main.lean:39:86: error: unsolved goals
n : ℕ
x z : Bits n
M : Matrix (Bits n) (Bits n) ℂ
a a' : Bits n
hx : x + x = 0
hP : ∀ (c b : Bits n), pauli x z c b = if b = c + x then sgn (z ⬝ᵥ b) else 0
hstar : ∀ (u : ZMod 2), star (sgn u) = sgn u
hsum : a + a' = a + x + (a' + x)
⊢ sgn (z ⬝ᵥ a) * sgn (z ⬝ᵥ x) * M (a + x) (x + a') * sgn (z ⬝ᵥ (x + a')) =
    M (a + x) (x + a') * sgn (z ⬝ᵥ (a + x * 2 + a'))
```

The first message says that `ring` did not close the goal and suggests `ring_nf`; the error shows the equation left over. On its left the sign of `z ⬝ᵥ (a + x)` has been split in two, while on its right the sign of the whole sum is still in one piece.

The fault is in `rw [hsum, dotProduct_add, sgn_add]`. Given no arguments, `dotProduct_add` took the first dot product with a sum that it met, `z ⬝ᵥ (a + x)` on the left, and `sgn_add` then split that sign. The sum on the right, which was the one meant, stayed whole. `ring` cannot finish from there, since it does not know that `sgn` turns sums into products.

The repair proves the sign identity separately as `hsgn`, with explicit arguments to `dotProduct_add` that name the sum to be split. `rw [hsgn]` then changes only the sign on the right of the main goal. Both sides now have the same three factors, and `ring` has only to reorder them.

This version goes through:

```diff
@@ -47,9 +47,11 @@
   have hsum : a + a' = (a + x) + (a' + x) := by
     rw [add_add_add_comm, hx, add_zero]
+  have hsgn : sgn (z ⬝ᵥ (a + a')) = sgn (z ⬝ᵥ (a + x)) * sgn (z ⬝ᵥ (a' + x)) := by
+    rw [hsum, dotProduct_add z (a + x) (a' + x), sgn_add]
   -- each row of a Pauli string has a single nonzero entry
   simp only [Matrix.mul_apply, Matrix.conjTranspose_apply, hP, ite_mul, zero_mul,
     apply_ite (star : ℂ → ℂ), star_zero, mul_ite, mul_zero, Finset.sum_ite_eq',
     Finset.mem_univ, if_true, hstar]
-  rw [hsum, dotProduct_add, sgn_add]
+  rw [hsgn]
   ring
 
```
